# The Morse potential's second and third derivatives at the equilibrium length

The Morse potential models the energy of a bond of length x as W(1 − e^(−a(x − x0)))², with well depth W, range parameter a and equilibrium length x0. The theorem `morse_derivs` states that at x = x0 its second derivative, the harmonic force constant, is 2Wa², and its third derivative, which gives the leading anharmonicity, is −6Wa³. The three parameters are arbitrary real numbers; no sign is assumed for W or a. The proof writes the energy as a quadratic polynomial in the exponential `u`, shows in `hq` that differentiating such a polynomial gives another, and means to apply that rule repeatedly before setting `u x0 = 1`.

This version doesn't compile in Lean 4 with Mathlib:

```lean
import Mathlib

open Filter Topology

namespace MorseDerivs

noncomputable section

/-- The Morse energy of a bond with well depth `W`, range parameter `a` and equilibrium
length `x0`. -/
def morse (W a x0 x : ℝ) : ℝ := W * (1 - Real.exp (-a * (x - x0))) ^ 2

/-- At its equilibrium length the Morse energy has second derivative `2 W a^2` and third
derivative `-6 W a^3`. -/
theorem morse_derivs (W a x0 : ℝ) :
    deriv (deriv (morse W a x0)) x0 = 2 * W * a ^ 2 ∧
    deriv (deriv (deriv (morse W a x0))) x0 = -6 * W * a ^ 3 := by
  obtain ⟨u, hu⟩ : ∃ u : ℝ → ℝ, u = fun y => Real.exp (-a * (y - x0)) := ⟨_, rfl⟩
  have hu0 : u x0 = 1 := by simp [hu]
  have hd : ∀ y, HasDerivAt u (-a * u y) y := fun y => by
    have h : HasDerivAt (fun y => -a * (y - x0)) (-a) y :=
      (((hasDerivAt_id' y).sub_const x0).const_mul (-a)).congr_deriv (mul_one _)
    rw [hu]
    exact h.exp.congr_deriv (mul_comm _ _)
  -- quadratic polynomials in the exponential are closed under differentiation
  have hq : ∀ A B C : ℝ, deriv (fun y => A + B * u y + C * (u y * u y)) =
      fun y => 0 + (-a * B) * u y + (-2 * a * C) * (u y * u y) := fun A B C => by
    funext y
    exact (((((hd y).const_mul B).const_add A).fun_add
      (((hd y).fun_mul (hd y)).const_mul C)).congr_deriv (by ring)).deriv
  have h0 : morse W a x0 = fun y => W + (-2 * W) * u y + W * (u y * u y) := by
    funext y
    simp only [morse, hu]
    ring
  have h2 := congrArg deriv (hq W (-2 * W) W)
  rw [hq] at h2
  rw [h0, h2, hq]
  constructor <;> simp only [hu0] <;> ring

end

end MorseDerivs
```

Messages:

```
Main.lean:37:10: error: Tactic `rewrite` failed: Did not find an occurrence of the pattern
  deriv fun y => 0 + -a * (-2 * W) * u y + -2 * a * W * (u y * u y)
in the target expression
  deriv (deriv fun y => W + -2 * W * u y + W * (u y * u y)) x0 = 2 * W * a ^ 2 ∧
    deriv (deriv (deriv fun y => W + -2 * W * u y + W * (u y * u y))) x0 = -6 * W * a ^ 3

W a x0 : ℝ
u : ℝ → ℝ
hu : u = fun y => Real.exp (-a * (y - x0))
hu0 : u x0 = 1
hd : ∀ (y : ℝ), HasDerivAt u (-a * u y) y
hq :
  ∀ (A B C : ℝ), (deriv fun y => A + B * u y + C * (u y * u y)) = fun y => 0 + -a * B * u y + -2 * a * C * (u y * u y)
h0 : morse W a x0 = fun y => W + -2 * W * u y + W * (u y * u y)
h2 :
  (deriv fun y => 0 + -a * (-2 * W) * u y + -2 * a * W * (u y * u y)) =
    deriv fun y => 0 + -a * (-2 * W) * u y + -2 * a * W * (u y * u y)
⊢ deriv (deriv fun y => W + -2 * W * u y + W * (u y * u y)) x0 = 2 * W * a ^ 2 ∧
    deriv (deriv (deriv fun y => W + -2 * W * u y + W * (u y * u y))) x0 = -6 * W * a ^ 3
```

What went wrong. The error says that the left side of `h2` does not occur in the goal. When first made, `h2` equated the second derivative of the energy polynomial with the derivative of its first-derivative polynomial, and its left side did match the goal as it stands after `rw [h0]`. The step `rw [hq] at h2` was meant to work out the derivative on the right, leaving only the third derivative for the final `hq`. But `rw` fixes the arguments of `hq` at the first match it finds, here the inner derivative on the left, and rewrites only instances with those arguments. The right side has other coefficients and was left alone, so `h2` became an equation with identical sides, as the message shows. Its left side is now the derivative of the polynomial beginning with `0`, while the goal still holds the unevaluated derivatives of the one beginning with `W`.

The repair drops `h2` and rewrites the goal itself. `hq W (-2 * W) W` evaluates the innermost derivative in both halves of the goal, the first `hq 0 _ _` evaluates the second derivative in both, and the last evaluates the third derivative, which remains only in the second half.

After these edits no error is left:

```diff
@@ -33,7 +33,5 @@
     simp only [morse, hu]
     ring
-  have h2 := congrArg deriv (hq W (-2 * W) W)
-  rw [hq] at h2
-  rw [h0, h2, hq]
+  rw [h0, hq W (-2 * W) W, hq 0 _ _, hq 0 _ _]
   constructor <;> simp only [hu0] <;> ring
 
```
